# The relaxed second difference of a linearly coupled harmonic site is $U-g\cdot K^{-1}g$

To extract an effective on-site repulsion from total energies, one can relax the geometry separately at three neighbouring occupations and form $E(n+1)+E(n-1)-2E(n)$. A negative result means that two independent sites with $n$ electrons each lower their total energy by changing to $n+1$ and $n-1$. For a valence $s$ shell holding one electron, this is the instability of $s^1$ towards $s^0$ and $s^2$, the latter holding the inert pair. Below, the difference is evaluated for a single site coupled linearly to finitely many harmonic, classical coordinates.

```lean
import Mathlib

open Matrix

namespace NegativeULatticeRelaxation

noncomputable section

variable {ι : Type*} [Fintype ι]
```

## A site coupled to a harmonic lattice

Let $n$ be the occupation, $\varepsilon$ the level energy, $U$ the repulsion, $Q$ the vector of lattice coordinates, $g$ the force per electron and $K$ the stiffness matrix. The energy is

$$E_n(Q)=\varepsilon n+\tfrac12Un(n-1)-n\,g\cdot Q+\tfrac12Q\cdot KQ .$$

At a fixed $Q$ its second difference in $n$ is just $U$; any change must come from relaxation. In Lean, `⬝ᵥ` is the dot product, `*ᵥ` applies a matrix to a vector, and the finite type `ι` labels the coordinates. The occupation is a real number, and the same quadratic formula is used for every $n$. Neither $K$ nor $g$ depends on $n$, and relativistic effects can enter only through the parameter values.

```lean
/-- Energy of a site with occupation `n`, level energy `ε` and repulsion `U`, coupled by the
force vector `g` to lattice coordinates `Q` with stiffness matrix `K`. -/
def siteEnergy (ε U : ℝ) (K : Matrix ι ι ℝ) (g : ι → ℝ) (n : ℝ) (Q : ι → ℝ) : ℝ :=
  ε * n + U * n * (n - 1) / 2 - n * (g ⬝ᵥ Q) + (Q ⬝ᵥ K *ᵥ Q) / 2
```

The relaxed energy is the infimum over all geometries,

$$E(n)=\inf_Q E_n(Q),$$

so its closed form has to be derived. Lean assigns the value 0 to the infimum of a set unbounded below; for positive definite $K$ this does not arise, because the minimum is attained.

```lean
/-- The relaxed energy at occupation `n`: the infimum of the site energy over all lattice
coordinates, for a positive definite stiffness matrix. -/
def relaxedEnergy (ε U : ℝ) (K : Matrix ι ι ℝ) (g : ι → ℝ) (n : ℝ) : ℝ :=
  ⨅ Q : ι → ℝ, siteEnergy ε U K g n Q
```

## Force balance and the minimum

Setting the gradient $KQ-ng$ to zero gives the candidate geometry

$$Q_n=nK^{-1}g .$$

```lean
variable [DecidableEq ι]

/-- The lattice distortion `n K⁻¹ g` at occupation `n`, for an invertible stiffness matrix. -/
def relaxedGeometry (K : Matrix ι ι ℝ) (g : ι → ℝ) (n : ℝ) : ι → ℝ :=
  n • (K⁻¹ *ᵥ g)
```

Multiplying by $K$ gives $KQ_n=nKK^{-1}g=ng$. The hypothesis `K.PosDef` says that $K$ is symmetric and that every nonzero distortion costs elastic energy: the lattice at $n=0$ is stable. It makes $\det K$ positive, which the proof uses to cancel $K$ against its inverse.

```lean
/-- Force balance: for a positive definite stiffness matrix `K`, the distortion `Q = n K⁻¹ g`
satisfies `K Q = n g`, so the elastic restoring force `-K Q` cancels the force `n g` exerted by the
electrons. -/
theorem force_balance {K : Matrix ι ι ℝ} (hK : K.PosDef) (g : ι → ℝ) (n : ℝ) :
    K *ᵥ relaxedGeometry K g n = n • g := by
  have hdet : IsUnit K.det := hK.det_pos.ne'.isUnit
  rw [relaxedGeometry, Matrix.mulVec_smul, Matrix.mulVec_mulVec,
    Matrix.mul_nonsing_inv _ hdet, Matrix.one_mulVec]
```

Now write $Q=Q_n+D$. Since $K$ is symmetric and $KQ_n=ng$,

$$\tfrac12Q\cdot KQ=\tfrac12Q_n\cdot KQ_n+n\,g\cdot D+\tfrac12D\cdot KD,$$

while $-n\,g\cdot Q=-n\,g\cdot Q_n-n\,g\cdot D$. The terms linear in $D$ cancel, leaving

$$E_n(Q)=E_n(Q_n)+\tfrac12(Q-Q_n)\cdot K(Q-Q_n).$$

The proof calls the relaxed geometry `X` and keeps only its force-balance equation. The step `hcross` uses symmetry to evaluate the cross term, and `ring` collects the rest.

```lean
/-- For a positive definite stiffness matrix, the site energy is its value at `n K⁻¹ g` plus the
elastic energy of the displacement from that geometry. -/
theorem siteEnergy_complete_square (ε U : ℝ) {K : Matrix ι ι ℝ} (hK : K.PosDef)
    (g : ι → ℝ) (n : ℝ) (Q : ι → ℝ) :
    siteEnergy ε U K g n Q = siteEnergy ε U K g n (relaxedGeometry K g n) +
      ((Q - relaxedGeometry K g n) ⬝ᵥ K *ᵥ (Q - relaxedGeometry K g n)) / 2 := by
  have hX := force_balance hK g n
  generalize relaxedGeometry K g n = X at hX ⊢
  have hT : Kᵀ = K := by
    have h := hK.isHermitian.eq
    rwa [Matrix.conjTranspose_eq_transpose_of_trivial] at h
  -- the stiffness matrix is symmetric, so the two cross terms agree
  have hcross : X ⬝ᵥ K *ᵥ Q = n * (Q ⬝ᵥ g) := by
    rw [Matrix.dotProduct_mulVec, ← Matrix.mulVec_transpose, hT, hX, smul_dotProduct,
      smul_eq_mul, dotProduct_comm]
  simp only [siteEnergy, Matrix.mulVec_sub, hX, dotProduct_sub, sub_dotProduct,
    dotProduct_smul, smul_eq_mul]
  rw [hcross, dotProduct_comm g Q, dotProduct_comm g X]
  ring
```

If $Q\ne Q_n$, the last term is strictly positive, so $Q_n$ is the unique global minimiser. Had $K$ a direction of zero stiffness with a force along it, the energy would be unbounded below for $n\neq0$.

```lean
/-- For a positive definite stiffness matrix, every geometry other than `n K⁻¹ g` has a strictly
higher energy at occupation `n`. -/
theorem relaxedGeometry_unique_minimum (ε U : ℝ) {K : Matrix ι ι ℝ} (hK : K.PosDef)
    (g : ι → ℝ) (n : ℝ) {Q : ι → ℝ} (hQ : Q ≠ relaxedGeometry K g n) :
    siteEnergy ε U K g n (relaxedGeometry K g n) < siteEnergy ε U K g n Q := by
  have hpos := hK.dotProduct_mulVec_pos (sub_ne_zero.mpr hQ)
  simp only [star_trivial] at hpos
  rw [siteEnergy_complete_square ε U hK g n Q]
  linarith
```

The infimum is therefore $E_n(Q_n)$. Force balance gives $\tfrac12Q_n\cdot KQ_n=\tfrac12n\,g\cdot Q_n$, half of the coupling energy gained. With $\Lambda=g\cdot K^{-1}g$,

$$E(n)=\varepsilon n+\tfrac12Un(n-1)-\tfrac12n^2\Lambda .$$

In the proof, `hleast` states that the value at $Q_n$ is the least element of the set of energies, and `hmin` identifies it with the infimum.

```lean
/-- For a positive definite stiffness matrix, relaxation adds `-n² g·K⁻¹g / 2` to the electronic
energy at occupation `n`. -/
theorem relaxedEnergy_eq (ε U : ℝ) {K : Matrix ι ι ℝ} (hK : K.PosDef) (g : ι → ℝ) (n : ℝ) :
    relaxedEnergy ε U K g n =
      ε * n + U * n * (n - 1) / 2 - n ^ 2 * (g ⬝ᵥ K⁻¹ *ᵥ g) / 2 := by
  -- the infimum is attained at the relaxed geometry
  have hleast : IsLeast (Set.range (siteEnergy ε U K g n))
      (siteEnergy ε U K g n (relaxedGeometry K g n)) := by
    refine ⟨⟨_, rfl⟩, ?_⟩
    rintro _ ⟨Q, rfl⟩
    by_cases hQ : Q = relaxedGeometry K g n
    · rw [hQ]
    · exact (relaxedGeometry_unique_minimum ε U hK g n hQ).le
  have hmin : relaxedEnergy ε U K g n = siteEnergy ε U K g n (relaxedGeometry K g n) :=
    hleast.csInf_eq
  rw [hmin, siteEnergy, force_balance hK g n, relaxedGeometry]
  simp only [dotProduct_smul, smul_dotProduct, smul_eq_mul]
  rw [dotProduct_comm (K⁻¹ *ᵥ g) g]
  ring
```

## When relaxation makes the second difference negative

The relaxed energy is quadratic in $n$:

$$E(n)=\tfrac12(U-\Lambda)n^2+(\varepsilon-\tfrac12U)n .$$

The second difference of $n^2$ is 2 and that of $n$ is 0, so

$$E(n+1)+E(n-1)-2E(n)=U-\Lambda,$$

which is negative exactly when $\Lambda>U$. The theorem states the value and the sign criterion as two parts of a conjunction, for every real $n$. Its proof inserts the closed form three times and simplifies.

```lean
/-- For a positive definite stiffness matrix, the relaxed second difference of the energy is
`U - g·K⁻¹g`, and it is negative exactly when `g·K⁻¹g` exceeds `U`. -/
theorem relaxed_second_difference (ε U : ℝ) {K : Matrix ι ι ℝ} (hK : K.PosDef)
    (g : ι → ℝ) (n : ℝ) :
    relaxedEnergy ε U K g (n + 1) + relaxedEnergy ε U K g (n - 1)
        - 2 * relaxedEnergy ε U K g n = U - g ⬝ᵥ K⁻¹ *ᵥ g ∧
    (relaxedEnergy ε U K g (n + 1) + relaxedEnergy ε U K g (n - 1)
        - 2 * relaxedEnergy ε U K g n < 0 ↔ U < g ⬝ᵥ K⁻¹ *ᵥ g) := by
  have h : relaxedEnergy ε U K g (n + 1) + relaxedEnergy ε U K g (n - 1)
      - 2 * relaxedEnergy ε U K g n = U - g ⬝ᵥ K⁻¹ *ᵥ g := by
    simp only [relaxedEnergy_eq ε U hK]
    ring
  exact ⟨h, by rw [h, sub_neg]⟩
```

To compare $\Lambda$ with a relaxation energy, start from the unrelaxed geometry $Q=0$, where $E_n(0)=\varepsilon n+\tfrac12Un(n-1)$. Subtracting $E(n)$ gives

$$E_n(0)-E(n)=\tfrac12n^2\Lambda .$$

At $n=1$ this is $\Lambda/2$, so the quantity that must exceed $U$ is twice the one-electron relaxation energy.

```lean
/-- For a positive definite stiffness matrix, the energy released when the lattice relaxes from
`Q = 0` at occupation `n` is `n² g·K⁻¹g / 2`. -/
theorem relaxation_energy (ε U : ℝ) {K : Matrix ι ι ℝ} (hK : K.PosDef) (g : ι → ℝ) (n : ℝ) :
    siteEnergy ε U K g n 0 - relaxedEnergy ε U K g n = n ^ 2 * (g ⬝ᵥ K⁻¹ *ᵥ g) / 2 := by
  rw [relaxedEnergy_eq ε U hK]
  simp only [siteEnergy, dotProduct_zero, zero_dotProduct]
  ring
```

For independent modes with force constants $k_i>0$, $K$ is diagonal and its inverse has entries $1/k_i$. Hence

$$U-\Lambda=U-\sum_i\frac{g_i^2}{k_i}.$$

The proof verifies the inverse in `hinv` and then evaluates the dot product term by term. With one mode the result is $U-g^2/k$, which returns to $U$ as the lattice becomes infinitely stiff at fixed $g$. With no modes the sum is empty and the result is $U$.

```lean
/-- For independent normal modes with force constants `k i > 0` and couplings `g i`, the relaxed
second difference is `U` minus the sum of `g i ^ 2 / k i`. -/
theorem second_difference_normal_modes (ε U : ℝ) {k : ι → ℝ} (hk : ∀ i, 0 < k i)
    (g : ι → ℝ) (n : ℝ) :
    relaxedEnergy ε U (diagonal k) g (n + 1) + relaxedEnergy ε U (diagonal k) g (n - 1)
      - 2 * relaxedEnergy ε U (diagonal k) g n = U - ∑ i, g i ^ 2 / k i := by
  have hinv : (diagonal k)⁻¹ = diagonal (fun i => (k i)⁻¹) := by
    apply Matrix.inv_eq_right_inv
    rw [Matrix.diagonal_mul_diagonal, ← Matrix.diagonal_one]
    congr 1
    funext i
    exact mul_inv_cancel₀ (hk i).ne'
  rw [(relaxed_second_difference ε U (Matrix.PosDef.diagonal hk) g n).1, hinv]
  congr 1
  simp only [dotProduct, Matrix.mulVec_diagonal]
  refine Finset.sum_congr rfl fun i _ => ?_
  rw [div_eq_mul_inv]
  ring
```

A case with coupled coordinates, in consistent units, is

$$K=\begin{pmatrix}2&1\\1&2\end{pmatrix},\quad g=\begin{pmatrix}3\\0\end{pmatrix},\quad K^{-1}g=\begin{pmatrix}2\\-1\end{pmatrix},\quad \Lambda=6 .$$

For $U=4$ and $\varepsilon=0$, the relaxed energies are $E(0)=0$, $E(1)=-3$ and $E(2)=-8$. Their second difference is $-8+0+6=-2=U-\Lambda$.

## Charge disproportionation over independent sites

Take $N$ identical sites with occupations $n_s$ and $\sum_s n_s=Nm$. Expanding the quadratic $E$ about $m$ gives

$$E(n_s)=E(m)+\bigl[\varepsilon-\tfrac12U+(U-\Lambda)m\bigr](n_s-m)+\tfrac12(U-\Lambda)(n_s-m)^2 .$$

On summation the linear term vanishes, because the deviations add to zero:

$$\sum_sE(n_s)-N E(m)=\tfrac12(U-\Lambda)\sum_s(n_s-m)^2 .$$

In Lean, `σ` labels the sites and `hmean` fixes the total charge; `hdev` and `hsite` are the vanishing sum and the expansion. When $\Lambda>U$, every non-uniform filling with the same total charge lies below the uniform one. In the numerical example, two sites at $0$ and $2$ have energy $-8$, against $-6$ for two sites at $1$.

Each site has its own lattice coordinates, with no elastic or Coulomb coupling between sites. The occupations are unrestricted real numbers, so the limits $0\le n_s\le2$ of an $s$ shell must be imposed separately.

```lean
/-- For independent identical sites with positive definite stiffness and mean occupation `m`, the
relaxed energy relative to uniform filling is `(U - g·K⁻¹g) / 2` times the sum of the squared
deviations of the occupations from `m`. -/
theorem disproportionation_energy {σ : Type*} [Fintype σ] (ε U : ℝ) {K : Matrix ι ι ℝ}
    (hK : K.PosDef) (g : ι → ℝ) (n : σ → ℝ) (m : ℝ)
    (hmean : ∑ s, n s = Fintype.card σ * m) :
    ∑ s, relaxedEnergy ε U K g (n s) - Fintype.card σ * relaxedEnergy ε U K g m =
      (U - g ⬝ᵥ K⁻¹ *ᵥ g) / 2 * ∑ s, (n s - m) ^ 2 := by
  -- the deviations from the mean cancel, which removes the linear term
  have hdev : ∑ s, (n s - m) = 0 := by
    rw [Finset.sum_sub_distrib, hmean]
    simp
  have hsite : ∀ s, relaxedEnergy ε U K g (n s) = relaxedEnergy ε U K g m +
      (ε - U / 2 + (U - g ⬝ᵥ K⁻¹ *ᵥ g) * m) * (n s - m) +
      (U - g ⬝ᵥ K⁻¹ *ᵥ g) / 2 * (n s - m) ^ 2 := by
    intro s
    simp only [relaxedEnergy_eq ε U hK]
    ring
  rw [Finset.sum_congr rfl (fun s _ => hsite s), Finset.sum_add_distrib,
    Finset.sum_add_distrib, ← Finset.mul_sum, ← Finset.mul_sum, hdev,
    Finset.sum_const, Finset.card_univ, nsmul_eq_mul]
  ring

end

end NegativeULatticeRelaxation
```

```lean
#print axioms NegativeULatticeRelaxation.relaxed_second_difference
#print axioms NegativeULatticeRelaxation.relaxation_energy
#print axioms NegativeULatticeRelaxation.second_difference_normal_modes
#print axioms NegativeULatticeRelaxation.disproportionation_energy
```

```
'NegativeULatticeRelaxation.relaxed_second_difference' depends on axioms: [propext, Classical.choice, Quot.sound]
'NegativeULatticeRelaxation.relaxation_energy' depends on axioms: [propext, Classical.choice, Quot.sound]
'NegativeULatticeRelaxation.second_difference_normal_modes' depends on axioms: [propext, Classical.choice, Quot.sound]
'NegativeULatticeRelaxation.disproportionation_energy' depends on axioms: [propext, Classical.choice, Quot.sound]
```
